# A two-site Becke-Johnson-like potential that is not the gradient of any energy

An energy is modelled here as a real function E of two independent site densities n₁ and n₂, and the potential counts as its gradient if E is differentiable at every point with n₁ > n₂ > 0 and its derivative there is v₁ dn₁ + v₂ dn₂. Continuity of the derivative need not be required separately: v₁ and v₂, defined below, are continuous in this region, so any such E would be continuously differentiable there.

```lean
import Mathlib

open Set

namespace BeckeJohnsonTwoSite

noncomputable section

/-- The Becke-Johnson-like potential on site one, for densities with `n₁ ≠ 0`. -/
def v₁ (n₁ n₂ : ℝ) : ℝ := (n₁ - n₂) / n₁

/-- The Becke-Johnson-like potential on site two, for densities with `n₂ ≠ 0`. -/
def v₂ (n₁ n₂ : ℝ) : ℝ := (n₁ - n₂) / n₂

/-- The region of two-site densities with `n₁ > n₂ > 0`. -/
def orderedRegion : Set (ℝ × ℝ) := {p | 0 < p.2 ∧ p.2 < p.1}

/-- The line integral of `f dn₁ + g dn₂` along the closed path with straight edges `(a, c) → (b, c)
→ (b, d) → (a, d) → (a, c)`. -/
def circulation (f g : ℝ → ℝ → ℝ) (a b c d : ℝ) : ℝ :=
  (∫ x in a..b, f x c) + (∫ y in c..d, g b y) + (∫ x in b..a, f x d) + ∫ y in d..c, g a y

/-- The work of the site-one potential when `n₁` goes from `a` to `b` at fixed `n₂ = n`. -/
theorem integral_v₁ {a b : ℝ} (n : ℝ) (ha : 0 < a) (hb : 0 < b) :
    ∫ x in a..b, v₁ x n = (b - a) - n * (Real.log b - Real.log a) := by
  have hpos : ∀ x ∈ uIcc a b, 0 < x := fun x hx => (lt_min ha hb).trans_le hx.1
  have hc : ContinuousOn (fun x => v₁ x n) (uIcc a b) := by
    unfold v₁
    exact ContinuousOn.div (by fun_prop) (by fun_prop) (fun x hx => (hpos x hx).ne')
  have hd : ∀ x ∈ uIcc a b,
      HasDerivAt (fun x => x - n * Real.log x) (v₁ x n) x := by
    intro x hx
    have h0 : x ≠ 0 := (hpos x hx).ne'
    refine ((hasDerivAt_id' x).fun_sub ((Real.hasDerivAt_log h0).const_mul n)).congr_deriv ?_
    unfold v₁
    field_simp
  rw [intervalIntegral.integral_eq_sub_of_hasDerivAt hd hc.intervalIntegrable]
  ring

/-- The work of the site-two potential when `n₂` goes from `c` to `d` at fixed `n₁ = m`. -/
theorem integral_v₂ {c d : ℝ} (m : ℝ) (hc : 0 < c) (hd : 0 < d) :
    ∫ y in c..d, v₂ m y = m * (Real.log d - Real.log c) - (d - c) := by
  -- the two potentials are exchanged, up to sign, by exchanging the sites
  have h : ∀ y, v₂ m y = -v₁ y m := by
    intro y
    unfold v₁ v₂
    ring
  simp only [h]
  rw [intervalIntegral.integral_neg, integral_v₁ m hc hd]
  ring

/-- The circulation of the potential around a rectangle of positive densities, in closed form. -/
theorem circulation_eq {a b c d : ℝ} (ha : 0 < a) (hb : 0 < b) (hc : 0 < c) (hd : 0 < d) :
    circulation v₁ v₂ a b c d
      = (d - c) * Real.log (b / a) + (b - a) * Real.log (d / c) := by
  unfold circulation
  rw [integral_v₁ c ha hb, integral_v₂ b hc hd, integral_v₁ d hb ha, integral_v₂ a hd hc,
    Real.log_div hb.ne' ha.ne', Real.log_div hd.ne' hc.ne']
  ring

/-- The circulation is strictly positive around every nondegenerate rectangle of positive
densities. -/
theorem circulation_pos {a b c d : ℝ} (ha : 0 < a) (hab : a < b) (hc : 0 < c) (hcd : c < d) :
    0 < circulation v₁ v₂ a b c d := by
  rw [circulation_eq ha (ha.trans hab) hc (hc.trans hcd)]
  have h1 : 0 < Real.log (b / a) := Real.log_pos ((one_lt_div ha).mpr hab)
  have h2 : 0 < Real.log (d / c) := Real.log_pos ((one_lt_div hc).mpr hcd)
  exact add_pos (mul_pos (sub_pos.mpr hcd) h1) (mul_pos (sub_pos.mpr hab) h2)

/-- The rectangle `4 ≤ n₁ ≤ 8`, `1 ≤ n₂ ≤ 2` lies in the region `n₁ > n₂ > 0`, and the
circulation around it is `5 log 2`. -/
theorem explicit_rectangle :
    Icc (4 : ℝ) 8 ×ˢ Icc (1 : ℝ) 2 ⊆ orderedRegion ∧
      circulation v₁ v₂ 4 8 1 2 = 5 * Real.log 2 := by
  constructor
  · rintro ⟨x, y⟩ ⟨hx, hy⟩
    have hx1 : 4 ≤ x := hx.1
    have hy1 : 1 ≤ y := hy.1
    have hy2 : y ≤ 2 := hy.2
    change 0 < y ∧ y < x
    constructor <;> linarith
  · rw [circulation_eq (by norm_num) (by norm_num) (by norm_num) (by norm_num),
      show (8 : ℝ) / 4 = 2 by norm_num, show (2 : ℝ) / 1 = 2 by norm_num]
    ring

/-- A continuous potential that is the gradient of an energy on a rectangle has zero
circulation around it. -/
theorem circulation_eq_zero_of_energy {f g E : ℝ → ℝ → ℝ} {a b c d : ℝ}
    (hab : a ≤ b) (hcd : c ≤ d)
    (hf : ∀ y ∈ Icc c d, ContinuousOn (fun x => f x y) (Icc a b))
    (hg : ∀ x ∈ Icc a b, ContinuousOn (fun y => g x y) (Icc c d))
    (hE : ∀ x ∈ Icc a b, ∀ y ∈ Icc c d,
      HasDerivAt (fun s => E s y) (f x y) x ∧ HasDerivAt (fun t => E x t) (g x y) y) :
    circulation f g a b c d = 0 := by
  -- along each edge the work is an energy difference
  have H : ∀ y ∈ Icc c d, ∫ x in a..b, f x y = E b y - E a y := by
    intro y hy
    refine intervalIntegral.integral_eq_sub_of_hasDerivAt (f := fun s => E s y) ?_
      ((hf y hy).intervalIntegrable_of_Icc hab)
    intro x hx
    rw [uIcc_of_le hab] at hx
    exact (hE x hx y hy).1
  have K : ∀ x ∈ Icc a b, ∫ y in c..d, g x y = E x d - E x c := by
    intro x hx
    refine intervalIntegral.integral_eq_sub_of_hasDerivAt (f := fun t => E x t) ?_
      ((hg x hx).intervalIntegrable_of_Icc hcd)
    intro y hy
    rw [uIcc_of_le hcd] at hy
    exact (hE x hx y hy).2
  unfold circulation
  rw [intervalIntegral.integral_symm a b, intervalIntegral.integral_symm c d,
    H c (left_mem_Icc.mpr hcd), H d (right_mem_Icc.mpr hcd),
    K a (left_mem_Icc.mpr hab), K b (right_mem_Icc.mpr hab)]
  ring

/-- On no nonempty open set of positive densities is there an energy whose partial derivatives
are the two site potentials. -/
theorem no_local_energy {U : Set (ℝ × ℝ)} (hU : IsOpen U) (hne : U.Nonempty)
    (hpos : ∀ p ∈ U, 0 < p.1 ∧ 0 < p.2) :
    ¬ ∃ E : ℝ → ℝ → ℝ, ∀ x y, (x, y) ∈ U →
      HasDerivAt (fun s => E s y) (v₁ x y) x ∧ HasDerivAt (fun t => E x t) (v₂ x y) y := by
  rintro ⟨E, hE⟩
  obtain ⟨⟨a, c⟩, hp⟩ := hne
  obtain ⟨ε, hε, hball⟩ := Metric.isOpen_iff.mp hU _ hp
  have ha : 0 < a := (hpos _ hp).1
  have hc : 0 < c := (hpos _ hp).2
  -- a small rectangle with lower left corner (a, c) fits into U
  have hrect : ∀ x ∈ Icc a (a + ε / 2), ∀ y ∈ Icc c (c + ε / 2), (x, y) ∈ U := by
    intro x hx y hy
    apply hball
    rw [Metric.mem_ball, Prod.dist_eq]
    refine max_lt ?_ ?_
    · change |x - a| < ε
      rw [abs_lt]
      constructor <;> linarith [hx.1, hx.2]
    · change |y - c| < ε
      rw [abs_lt]
      constructor <;> linarith [hy.1, hy.2]
  have hzero : circulation v₁ v₂ a (a + ε / 2) c (c + ε / 2) = 0 := by
    refine circulation_eq_zero_of_energy (E := E) (by linarith) (by linarith) ?_ ?_
      (fun x hx y hy => hE x y (hrect x hx y hy))
    · intro y _
      unfold v₁
      exact ContinuousOn.div (by fun_prop) (by fun_prop)
        (fun x hx => (ha.trans_le hx.1).ne')
    · intro x _
      unfold v₂
      exact ContinuousOn.div (by fun_prop) (by fun_prop)
        (fun y hy => (hc.trans_le hy.1).ne')
  have hcirc : 0 < circulation v₁ v₂ a (a + ε / 2) c (c + ε / 2) :=
    circulation_pos ha (by linarith) hc (by linarith)
  exact hcirc.ne' hzero

/-- No real function of the two densities has gradient `(v₁, v₂)` throughout the region `n₁ > n₂ >
0`. -/
theorem no_energy_functional :
    ¬ ∃ E : ℝ × ℝ → ℝ, ∀ p ∈ orderedRegion,
      HasFDerivAt E (v₁ p.1 p.2 • ContinuousLinearMap.fst ℝ ℝ ℝ
        + v₂ p.1 p.2 • ContinuousLinearMap.snd ℝ ℝ ℝ) p := by
  rintro ⟨E, hE⟩
  have hopen : IsOpen orderedRegion :=
    (isOpen_lt continuous_const continuous_snd).inter (isOpen_lt continuous_snd continuous_fst)
  have hne : orderedRegion.Nonempty :=
    ⟨((2 : ℝ), (1 : ℝ)), by change (0 : ℝ) < 1 ∧ (1 : ℝ) < 2; norm_num⟩
  refine no_local_energy hopen hne (fun p hp => ⟨hp.1.trans hp.2, hp.1⟩)
    ⟨fun x y => E (x, y), fun x y hp => ⟨?_, ?_⟩⟩
  -- restrict the gradient to the two coordinate directions
  · have hline : HasDerivAt (fun s : ℝ => (s, y)) ((1 : ℝ), (0 : ℝ)) x :=
      (hasDerivAt_id' x).prodMk (hasDerivAt_const x y)
    exact ((hE (x, y) hp).comp_hasDerivAt x hline).congr_deriv (by simp)
  · have hline : HasDerivAt (fun t : ℝ => (x, t)) ((0 : ℝ), (1 : ℝ)) y :=
      (hasDerivAt_const y x).prodMk (hasDerivAt_id' y)
    exact ((hE (x, y) hp).comp_hasDerivAt y hline).congr_deriv (by simp)

/-- For `n₁ > n₂ > 0`, the potential multiplied by `n₁ n₂ / (n₁ - n₂)` is the gradient of the
product `n₁ n₂`. -/
theorem integrating_factor {n₁ n₂ : ℝ} (h2 : 0 < n₂) (h12 : n₂ < n₁) :
    HasDerivAt (fun s => s * n₂) (n₁ * n₂ / (n₁ - n₂) * v₁ n₁ n₂) n₁ ∧
      HasDerivAt (fun t => n₁ * t) (n₁ * n₂ / (n₁ - n₂) * v₂ n₁ n₂) n₂ := by
  have hn1 : n₁ ≠ 0 := (h2.trans h12).ne'
  have hn2 : n₂ ≠ 0 := h2.ne'
  have hs : n₁ - n₂ ≠ 0 := (sub_pos.mpr h12).ne'
  have e1 : n₁ * n₂ / (n₁ - n₂) * v₁ n₁ n₂ = n₂ := by
    unfold v₁
    field_simp
  have e2 : n₁ * n₂ / (n₁ - n₂) * v₂ n₁ n₂ = n₁ := by
    unfold v₂
    field_simp
  exact ⟨((hasDerivAt_id' n₁).mul_const n₂).congr_deriv (by rw [e1, one_mul]),
    ((hasDerivAt_id' n₂).const_mul n₁).congr_deriv (by rw [e2, mul_one])⟩

end

end BeckeJohnsonTwoSite
```

```lean
#print axioms BeckeJohnsonTwoSite.explicit_rectangle
#print axioms BeckeJohnsonTwoSite.no_local_energy
#print axioms BeckeJohnsonTwoSite.no_energy_functional
#print axioms BeckeJohnsonTwoSite.integrating_factor
```

```
'BeckeJohnsonTwoSite.explicit_rectangle' depends on axioms: [propext, Classical.choice, Quot.sound]
'BeckeJohnsonTwoSite.no_local_energy' depends on axioms: [propext, Classical.choice, Quot.sound]
'BeckeJohnsonTwoSite.no_energy_functional' depends on axioms: [propext, Classical.choice, Quot.sound]
'BeckeJohnsonTwoSite.integrating_factor' depends on axioms: [propext, Classical.choice, Quot.sound]
```

## Two densities, two potentials and a region

The potentials are

v₁ = (n₁ − n₂)/n₁,  v₂ = (n₁ − n₂)/n₂.

In Lean, `v₁` and `v₂` are functions of two real numbers. The set `orderedRegion` contains the pairs with n₁ > n₂ > 0, the first component being n₁.

The form of the potential comes from the Becke-Johnson exchange potential, which adds to a Slater or Becke-Roussel term a correction proportional to √(τ/n), where n is the density and τ the kinetic-energy density. For a single real orbital, τ is proportional to |∇n|²/n, so the correction is proportional to |∇n|/n. On two sites the density difference takes the place of the gradient, and each site divides it by its own density. The condition n₁ > n₂ makes this difference positive, as |∇n| would be.

The model leaves out the Slater or Becke-Roussel term, the prefactor and the spatial grid. The theorems therefore concern this two-density field and not the published Becke-Johnson potential or its modified versions. What the field shares with them is that a potential is written down directly instead of being derived from an energy. Integrating an exchange potential along a path of densities gives a well-defined difference of exchange energies between the endpoints only if the result does not depend on the path; in this model, with both densities free to vary, it does depend on the path.

## What the theorems say about work and energy

The definition `circulation f g a b c d` is the line integral of f dn₁ + g dn₂ around a rectangle. It starts at (a, c), goes to (b, c), then to (b, d), then to (a, d), and returns. With n₁ on the horizontal axis, a < b and c < d, this is counterclockwise. The two return edges are written as integrals with reversed limits, which supplies their signs.

The theorem `explicit_rectangle` makes two statements about 4 ≤ n₁ ≤ 8, 1 ≤ n₂ ≤ 2: the whole rectangle lies in the region, and the circulation around it is 5 log 2, with the natural logarithm. More generally, `circulation_pos` gives a strictly positive circulation around every rectangle of positive densities with a < b and c < d, whether or not n₁ exceeds n₂.

The theorem `no_energy_functional` is the conclusion about energies. Its `HasFDerivAt` states differentiability in both variables together, and the linear map in it, built from the two coordinate projections, is v₁ dn₁ + v₂ dn₂. The function E is formally defined on all of ℝ × ℝ, but its values away from the region are unconstrained, so an energy known only on the region is covered too.

The theorem `no_local_energy` is more general: it excludes an energy on any nonempty open set of positive densities, however small. Its condition on the energy is stated through the two partial derivatives alone. Because the potentials are continuous at positive densities, this is equivalent on an open set to the condition with the full derivative.

## The circulation by direct integration

Hold n₂ at a value n and let n₁ run from a to b, both positive. The work is

∫ (x − n)/x dx = (b − a) − n log(b/a).

Now hold n₁ at a value m and let n₂ run from c to d, both positive:

∫ (m − y)/y dy = m log(d/c) − (d − c).

The four edges of the rectangle then contribute

bottom, n₂ = c: (b − a) − c log(b/a)

right, n₁ = b: b log(d/c) − (d − c)

top, n₂ = d, traversed backwards: −(b − a) + d log(b/a)

left, n₁ = a, traversed backwards: −a log(d/c) + (d − c)

The terms without logarithms cancel, and the sum is

(d − c) log(b/a) + (b − a) log(d/c).

If 0 < a < b and 0 < c < d, all four factors are positive, and so is the circulation. For a = 4, b = 8, c = 1, d = 2 both logarithms equal log 2, and the result is

1 · log 2 + 4 · log 2 = 5 log 2.

Every point of this rectangle has n₁ ≥ 4 and 1 ≤ n₂ ≤ 2, so n₁ > n₂ > 0 throughout.

Suppose now that an energy E had v₁ and v₂ as its partial derivatives. The work along each edge would be an energy difference, and the circulation would be

[E(b, c) − E(a, c)] + [E(b, d) − E(b, c)] + [E(a, d) − E(b, d)] + [E(a, c) − E(a, d)] = 0.

On the explicit rectangle this would give 5 log 2 = 0, which is false. Hence there is no such energy.

## How the Lean proof follows the integration

The lemma `integral_v₁` uses the antiderivative x − n log x. It checks the derivative, checks that the integrand is continuous, and applies the fundamental theorem of calculus. It assumes that a and b are positive but not that a ≤ b, so it also serves for the top edge, where the limits are reversed.

The lemma `integral_v₂` needs no second antiderivative. Exchanging the sites changes the sign of the density difference, so v₂(m, y) = −v₁(y, m), and the first lemma gives the result. The theorem `circulation_eq` inserts the four edge integrals and splits the logarithms of quotients; `ring` then carries out the cancellation shown above. Positivity follows in `circulation_pos` because b/a and d/c are greater than one.

The vanishing of the circulation is proved in `circulation_eq_zero_of_energy` for a general pair f, g. The hypotheses are that f is continuous along horizontal segments of the rectangle, that g is continuous along vertical ones, and that both are the partial derivatives of E throughout the rectangle. The intermediate statements `H` and `K` express the horizontal and vertical work as energy differences, and the eight corner energies then cancel.

For `no_local_energy`, take a point (a, c) of the open set U. Some ball of radius ε around it lies in U. Distance in ℝ × ℝ is measured in Mathlib by the larger of the two coordinate differences, so the rectangle with lower left corner (a, c) and sides ε/2 fits into the ball. Its circulation would be zero because of the energy and positive because of `circulation_pos`, which is a contradiction.

Finally, `no_energy_functional` applies this result to the region itself, which is open and contains (2, 1). The chain rule along the lines s ↦ (s, y) and t ↦ (x, t) turns the full derivative into the two partial derivatives. The Lean proof thus reaches its contradiction on a small rectangle, whereas the argument by hand used the explicit one; either is enough.

## The direction of the field is that of a gradient

The last theorem, `integrating_factor`, multiplies the potential by n₁n₂/(n₁ − n₂), which is positive in the region. Direct cancellation gives

n₁n₂/(n₁ − n₂) · v₁ = n₂,  n₁n₂/(n₁ − n₂) · v₂ = n₁.

These are the partial derivatives of the product n₁n₂. At each point of the region the field therefore points along the gradient of n₁n₂, and the obstruction lies in its magnitude. The rescaled field is a different potential, so this does not supply an energy for the original one.

## Fixing the particle number removes the obstruction

The two densities vary independently here, so the total N = n₁ + n₂ changes along the edges of the rectangle. The energy could also have been modelled at fixed N > 0. Only n₁ would then be free, with n₂ = N − n₁, and the condition on the energy would be

dE/dn₁ = v₁ − v₂ = −(n₁ − n₂)²/(n₁n₂) = 4 − N(1/n₁ + 1/n₂).

This has the solution

E = 4n₁ − N log(n₁/n₂).

With two sites and a fixed particle number, an energy does exist. This is automatic, because only one variable is free and every continuous function of one variable on an interval has an antiderivative. The negative result for this two-site model therefore relies on letting the particle number change; the calculation does not settle what happens at fixed particle number with more than two sites.

## What fails if openness is not assumed

In `no_local_energy` the set U is assumed to be open. Without this assumption the statement is false. Let U be the set of equal positive densities, n₁ = n₂ > 0. Both potentials vanish there, and the constant energy E = 0 has vanishing partial derivatives, so it satisfies every condition imposed on U. This diagonal contains no rectangle with sides of positive length, and the circulation argument has nothing to act on. In the model, a potential can thus agree with an energy gradient at all uniform densities and still have no energy on any open set around them.
